# The incident bandwidth bounds the mean offset and the width of a resonant emission line with a sharp final state

## A narrow x-ray band on a broad core resonance

A monochromator selects a narrow band of x rays and tunes it near a core-level absorption edge. An atom absorbs one photon, holds a core hole for a short time, and emits another photon, ending in a state of energy \(E_f\) above its ground state. The short life of the core hole broadens the absorption resonance. Does the emission line inherit that breadth, and where does it sit when the incident energy is moved?

Let \(x\) be the energy of the emitted photon. Energy conservation fixes the absorbed photon's energy as \(x+E_f\). If the incident band has spectral density \(\Phi\), and a single core-excited state at energy \(w_0\) mediates the process, the emission line is, up to a factor treated here as constant,

\[
I(x)=\frac{\Phi(x+E_f)}{(x+E_f-w_0)^2+\Gamma^2}.
\]

The denominator comes from the squared modulus of a resonant amplitude \(1/(x+E_f-w_0+i\Gamma)\). The constant \(\Gamma>0\) stands for the decay of the core hole and is the half width at half maximum of the resonance.

## The bounds and their Lean formulation

Suppose that \(\Phi\) is continuous and nonnegative, has positive integral, and vanishes farther than \(\delta\) from \(w\). Write

\[
N=\int I(x)\,dx,\qquad \mu=\frac1N\int x\,I(x)\,dx,\qquad V=\frac1N\int (x-\mu)^2I(x)\,dx .
\]

Then, for every \(\Gamma>0\) and every \(w_0\) and \(E_f\),

\[
|\mu-(w-E_f)|\le\delta,\qquad V\le\delta^2 .
\]

As the band is tuned, the mean stays within \(\delta\) of the straight line \(w-E_f\), which has unit slope in \(w\). The local slope of the mean itself can differ from one: if \(\Gamma\) is much smaller than \(\delta\), the mean can stay near \(w_0-E_f\) while the band passes over the resonance. The root-mean-square width of the line is at most \(\delta\), which is below the lifetime width \(\Gamma\) whenever \(\delta<\Gamma\).

In Lean, `IncidentBand Φ w δ` collects the four conditions on the band, in the fields `cont`, `nonneg`, `supp` and `pos`. The quotient \(I\) is `emissionLine Φ w0 Γ Ef`, and \(\mu\) and \(V\) are `lineMean` and `lineVariance`, built from integrals over the whole real line. All energies are real numbers in one common unit. The theorem `linear_dispersion_subnatural_width` assumes only an incident band and `0 < Γ`; nothing relates \(w\) to \(w_0\), so the detuning is arbitrary.

The model has one intermediate state, one perfectly sharp final state and constant transition strengths. Final-state lifetime and detector resolution are absent, and the Lorentzian factor is postulated rather than derived from a Hamiltonian. Emitted energies are not required to be positive, so a physical application should check this separately; \(w-\delta>E_f\) is sufficient. The sharp cutoff of the band also matters: a Gaussian profile does not satisfy `supp`, and its full width at half maximum cannot be inserted for \(\delta\).

## From energy conservation to the second moment

Put \(c=w-E_f\). Since \((x+E_f)-w=x-c\), the line vanishes wherever \(|x-c|>\delta\). Its denominator is at least \(\Gamma^2>0\), so \(I\) is continuous. A continuous function that vanishes outside a bounded interval has finite moments of every order.

The total intensity is positive. Because \(\int\Phi>0\), there is an energy \(y\) with \(\Phi(y)>0\), and then

\[
I(y-E_f)=\frac{\Phi(y)}{(y-w_0)^2+\Gamma^2}>0 .
\]

By continuity \(I\) is positive on an interval around \(y-E_f\), and it is nowhere negative, so \(N>0\).

Now let \(M_1=\int xI\,dx=\mu N\) and \(M_2=\int x^2I\,dx\). For any real \(a\),

\[
\frac1N\int(x-a)^2I\,dx=\frac{M_2-2aM_1+a^2N}{N}=\frac{M_2}{N}-2a\mu+a^2 .
\]

At \(a=\mu\) this gives \(V=M_2/N-\mu^2\). At \(a=c\) it gives

\[
\frac1N\int(x-c)^2I\,dx=\frac{M_2}{N}-2c\mu+c^2=V+(\mu-c)^2 ,
\]

which is the parallel-axis identity. Wherever \(I(x)\ne0\) we have \((x-c)^2\le\delta^2\), so \((x-c)^2I(x)\le\delta^2I(x)\) for all \(x\). Integrating and dividing by \(N\),

\[
V+(\mu-c)^2\le\delta^2 .
\]

Both terms on the left are nonnegative, so each is at most \(\delta^2\). Finally \(\delta\ge0\), since a negative \(\delta\) would force \(\Phi\) to vanish everywhere. Taking the square root gives \(|\mu-c|\le\delta\).

## Moving the band or the final state

For two incident bands with centres \(w_1,w_2\) and half-widths \(\delta_1,\delta_2\), let \(\mu_1,\mu_2\) be the line means and \(c_i=w_i-E_f\). Then

\[
(\mu_2-\mu_1)-(w_2-w_1)=(\mu_2-c_2)-(\mu_1-c_1),
\]

and the right side has absolute value at most \(\delta_1+\delta_2\).

Changing only the final-state energy, with the transition strengths held fixed, gives an exact law. Raising \(E_f\) by \(s\) replaces \(I(x)\) by \(I(x+s)\), and the substitution \(u=x+s\) yields

\[
\int p(x)\,I(x+s)\,dx=\int p(u-s)\,I(u)\,du .
\]

With \(p=1\) the total intensity is unchanged. With \(p(x)=x\) the first moment becomes \(M_1-sN\), so the mean becomes \(\mu-s\). With \(p(x)=(x-\mu+s)^2\) the right side is \(\int(u-\mu)^2I(u)\,du\), so the variance is unchanged.

## Why the mean is not exactly \(w-E_f\)

Energy conservation places the window of allowed emission energies around \(w-E_f\), and one may be led to equate the mean with that centre. The Lorentzian factor, however, reweights the band. For a symmetric band centred below the resonance, \(w<w_0\), it favours the upper half, and the mean lies above \(w-E_f\). A formal statement with equality in place of the bound \(\delta\) would be false. The exact shift by \(s\) survives because there the whole line, weights included, is translated.

## The complete Lean file

```lean
import Mathlib

open MeasureTheory

namespace ResonantEmission

noncomputable section

/-- An incident photon band `Φ` centred at `w` with half-width `δ`: a continuous nonnegative
spectral density that vanishes farther than `δ` from `w` and has positive total intensity. -/
structure IncidentBand (Φ : ℝ → ℝ) (w δ : ℝ) : Prop where
  cont : Continuous Φ
  nonneg : ∀ x, 0 ≤ Φ x
  supp : ∀ x, δ < |x - w| → Φ x = 0
  pos : 0 < ∫ x, Φ x

/-- Intensity at emitted photon energy `x` for final-state energy `Ef`, core resonance `w0` and
core-hole width `Γ ≠ 0`; the absorbed photon has energy `x + Ef`. -/
def emissionLine (Φ : ℝ → ℝ) (w0 Γ Ef x : ℝ) : ℝ :=
  Φ (x + Ef) / ((x + Ef - w0) ^ 2 + Γ ^ 2)

/-- Mean energy of an integrable line `I` of nonzero total intensity with integrable first moment.
-/
def lineMean (I : ℝ → ℝ) : ℝ := (∫ x, x * I x) / ∫ x, I x

/-- Variance of the energy in a line `I` of nonzero total intensity with integrable moments up to
the second. -/
def lineVariance (I : ℝ → ℝ) : ℝ := (∫ x, (x - lineMean I) ^ 2 * I x) / ∫ x, I x

/-- A spectrum that vanishes farther than `δ` from `c` has compact support. -/
theorem compact_of_band {f : ℝ → ℝ} {c δ : ℝ} (h : ∀ x, δ < |x - c| → f x = 0) :
    HasCompactSupport f := by
  refine HasCompactSupport.intro (isCompact_Icc (a := c - δ) (b := c + δ)) fun x hx => h x ?_
  by_contra hn
  have h2 := abs_le.mp (not_lt.mp hn)
  exact hx ⟨by linarith [h2.1], by linarith [h2.2]⟩

/-- A triangular band of half-width `δ > 0` centred at `w` is an incident band. -/
theorem incidentBand_witness (w δ : ℝ) (hδ : 0 < δ) :
    IncidentBand (fun x => max 0 (δ - |x - w|)) w δ := by
  have hc : Continuous (fun x : ℝ => max 0 (δ - |x - w|)) := by fun_prop
  have hs : ∀ x : ℝ, δ < |x - w| → max 0 (δ - |x - w|) = 0 :=
    fun x hx => max_eq_left (by linarith)
  refine ⟨hc, fun x => le_max_left _ _, hs, ?_⟩
  refine hc.integral_pos_of_hasCompactSupport_nonneg_nonzero (x := w) (compact_of_band hs)
    (fun x => le_max_left _ _) ?_
  simp [hδ]

/-- Energy conservation: the emission line excited by an incident band of half-width `δ` at `w`
vanishes farther than `δ` from `w - Ef`. -/
theorem emissionLine_eq_zero {Φ : ℝ → ℝ} {w δ : ℝ} (h : IncidentBand Φ w δ) (w0 Γ Ef x : ℝ)
    (hx : δ < |x - (w - Ef)|) : emissionLine Φ w0 Γ Ef x = 0 := by
  have h1 : Φ (x + Ef) = 0 := h.supp _ (by
    rwa [show x + Ef - w = x - (w - Ef) by ring])
  simp [emissionLine, h1]

/-- For positive core-hole width the emission line of an incident band is continuous. -/
theorem emissionLine_continuous {Φ : ℝ → ℝ} {w δ Γ : ℝ} (h : IncidentBand Φ w δ) (hΓ : 0 < Γ)
    (w0 Ef : ℝ) : Continuous (emissionLine Φ w0 Γ Ef) := by
  unfold emissionLine
  refine Continuous.div (h.cont.comp (by fun_prop)) (by fun_prop) fun x => ?_
  positivity

/-- For positive core-hole width, the emission line of an incident band times any continuous
function of the energy is integrable. -/
theorem integrable_moment {Φ : ℝ → ℝ} {w δ Γ : ℝ} (h : IncidentBand Φ w δ) (hΓ : 0 < Γ)
    (w0 Ef : ℝ) {p : ℝ → ℝ} (hp : Continuous p) :
    Integrable (fun x => p x * emissionLine Φ w0 Γ Ef x) := by
  refine (hp.mul (emissionLine_continuous h hΓ w0 Ef)).integrable_of_hasCompactSupport ?_
  refine compact_of_band (c := w - Ef) (δ := δ) fun x hx => ?_
  simp [emissionLine_eq_zero h w0 Γ Ef x hx]

/-- For positive core-hole width the emission line of an incident band has positive total
intensity. -/
theorem intensity_pos {Φ : ℝ → ℝ} {w δ Γ : ℝ} (h : IncidentBand Φ w δ) (hΓ : 0 < Γ)
    (w0 Ef : ℝ) : 0 < ∫ x, emissionLine Φ w0 Γ Ef x := by
  -- some photon energy is present in the incident band
  have hex : ∃ y, Φ y ≠ 0 := by
    by_contra hn
    have h0 : ∀ y, Φ y = 0 := fun y => by_contra fun hy => hn ⟨y, hy⟩
    have hp := h.pos
    simp [h0] at hp
  obtain ⟨y, hy⟩ := hex
  refine (emissionLine_continuous h hΓ w0 Ef).integral_pos_of_hasCompactSupport_nonneg_nonzero
    (x := y - Ef) (compact_of_band (emissionLine_eq_zero h w0 Γ Ef))
    (fun x => div_nonneg (h.nonneg _) (by positivity)) ?_
  unfold emissionLine
  rw [sub_add_cancel]
  exact div_ne_zero hy (by positivity)

/-- Parallel-axis identity: for a line of nonzero total intensity with integrable moments up to
the second, variance plus squared offset of the mean from `c` is the normalized second moment
about `c`. -/
theorem variance_add_offset_sq {I : ℝ → ℝ} (h0 : Integrable I)
    (h1 : Integrable (fun x => x * I x)) (h2 : Integrable (fun x => x ^ 2 * I x))
    (hN : (∫ x, I x) ≠ 0) (c : ℝ) :
    lineVariance I + (lineMean I - c) ^ 2 = (∫ x, (x - c) ^ 2 * I x) / ∫ x, I x := by
  -- expand the second moment about an arbitrary point
  have key : ∀ a : ℝ, ∫ x, (x - a) ^ 2 * I x =
      (∫ x, x ^ 2 * I x) - 2 * a * (∫ x, x * I x) + a ^ 2 * ∫ x, I x := by
    intro a
    have hs : Integrable (fun x => x ^ 2 * I x - 2 * a * (x * I x)) :=
      h2.sub (h1.const_mul (2 * a))
    have e : (fun x => (x - a) ^ 2 * I x) =
        fun x => (x ^ 2 * I x - 2 * a * (x * I x)) + a ^ 2 * I x := by
      funext x
      ring
    rw [e, integral_add hs (h0.const_mul (a ^ 2)), integral_sub h2 (h1.const_mul (2 * a)),
      integral_const_mul, integral_const_mul]
  have hB : (∫ x, x * I x) = lineMean I * ∫ x, I x := by
    rw [lineMean, div_mul_cancel₀ _ hN]
  rw [lineVariance, key, key, hB, eq_div_iff hN, add_mul, div_mul_cancel₀ _ hN]
  ring

/-- For every core-hole width `Γ > 0` and resonance `w0`, the emission line excited by a band of
half-width `δ` at `w` has mean within `δ` of `w - Ef` and variance at most `δ ^ 2`. -/
theorem linear_dispersion_subnatural_width {Φ : ℝ → ℝ} {w δ Γ : ℝ} (h : IncidentBand Φ w δ)
    (hΓ : 0 < Γ) (w0 Ef : ℝ) :
    |lineMean (emissionLine Φ w0 Γ Ef) - (w - Ef)| ≤ δ ∧
      lineVariance (emissionLine Φ w0 Γ Ef) ≤ δ ^ 2 := by
  have hδ : 0 ≤ δ := by
    by_contra hn
    have hz : ∀ y, Φ y = 0 := fun y => h.supp y (by linarith [abs_nonneg (y - w)])
    have hp := h.pos
    simp [hz] at hp
  have hN := intensity_pos h hΓ w0 Ef
  have hI : ∀ x, 0 ≤ emissionLine Φ w0 Γ Ef x :=
    fun x => div_nonneg (h.nonneg _) (by positivity)
  have i0 : Integrable (emissionLine Φ w0 Γ Ef) := by
    simpa using integrable_moment h hΓ w0 Ef (p := fun _ => 1) continuous_const
  have ax := variance_add_offset_sq i0 (integrable_moment h hΓ w0 Ef continuous_id)
    (integrable_moment h hΓ w0 Ef (p := fun x => x ^ 2) (by fun_prop)) hN.ne' (w - Ef)
  -- the second moment about `w - Ef` is controlled by the support of the line
  have hm : (∫ x, (x - (w - Ef)) ^ 2 * emissionLine Φ w0 Γ Ef x) ≤
      δ ^ 2 * ∫ x, emissionLine Φ w0 Γ Ef x := by
    rw [← integral_const_mul]
    refine integral_mono (integrable_moment h hΓ w0 Ef (p := fun x => (x - (w - Ef)) ^ 2)
      (by fun_prop)) (i0.const_mul _) fun x => ?_
    by_cases hx : δ < |x - (w - Ef)|
    · simp [emissionLine_eq_zero h w0 Γ Ef x hx]
    · have hb := abs_le.mp (not_lt.mp hx)
      exact mul_le_mul_of_nonneg_right (by nlinarith [hb.1, hb.2]) (hI x)
  have hq := (div_le_iff₀ hN).mpr hm
  rw [← ax] at hq
  have hv : 0 ≤ lineVariance (emissionLine Φ w0 Γ Ef) :=
    div_nonneg (integral_nonneg fun x => mul_nonneg (sq_nonneg _) (hI x)) hN.le
  exact ⟨abs_le_of_sq_le_sq (by linarith) hδ,
    by linarith [sq_nonneg (lineMean (emissionLine Φ w0 Γ Ef) - (w - Ef))]⟩

/-- When the incident band is changed, at fixed core-hole width `Γ > 0`, resonance `w0` and
final-state energy `Ef`, the mean emission energy moves by the displacement of the band centre, up
to the sum of the two half-widths. -/
theorem mean_follows_excitation {Φ₁ Φ₂ : ℝ → ℝ} {w₁ w₂ δ₁ δ₂ Γ : ℝ}
    (h₁ : IncidentBand Φ₁ w₁ δ₁) (h₂ : IncidentBand Φ₂ w₂ δ₂) (hΓ : 0 < Γ) (w0 Ef : ℝ) :
    |(lineMean (emissionLine Φ₂ w0 Γ Ef) - lineMean (emissionLine Φ₁ w0 Γ Ef)) - (w₂ - w₁)|
      ≤ δ₁ + δ₂ := by
  have a := abs_le.mp (linear_dispersion_subnatural_width h₁ hΓ w0 Ef).1
  have b := abs_le.mp (linear_dispersion_subnatural_width h₂ hΓ w0 Ef).1
  exact abs_le.mpr ⟨by linarith [a.2, b.1], by linarith [a.1, b.2]⟩

/-- For an incident band and `Γ > 0`, raising the final-state energy by `s` lowers the mean
emission energy by exactly `s` and leaves the variance unchanged. -/
theorem final_state_shift {Φ : ℝ → ℝ} {w δ Γ : ℝ} (h : IncidentBand Φ w δ) (hΓ : 0 < Γ)
    (w0 Ef s : ℝ) :
    lineMean (emissionLine Φ w0 Γ (Ef + s)) = lineMean (emissionLine Φ w0 Γ Ef) - s ∧
      lineVariance (emissionLine Φ w0 Γ (Ef + s)) = lineVariance (emissionLine Φ w0 Γ Ef) := by
  have hN := (intensity_pos h hΓ w0 Ef).ne'
  have i0 : Integrable (emissionLine Φ w0 Γ Ef) := by
    simpa using integrable_moment h hΓ w0 Ef (p := fun _ => 1) continuous_const
  have i1 : Integrable (fun x => x * emissionLine Φ w0 Γ Ef x) :=
    integrable_moment h hΓ w0 Ef continuous_id
  -- the new line is the old one translated by `s`
  have e : ∀ x, emissionLine Φ w0 Γ (Ef + s) x = emissionLine Φ w0 Γ Ef (x + s) := by
    intro x
    unfold emissionLine
    rw [show x + (Ef + s) = x + s + Ef by ring]
  have tr : ∀ p : ℝ → ℝ, ∫ x, p x * emissionLine Φ w0 Γ (Ef + s) x =
      ∫ x, p (x - s) * emissionLine Φ w0 Γ Ef x := by
    intro p
    rw [← integral_add_right_eq_self (fun x => p (x - s) * emissionLine Φ w0 Γ Ef x) s]
    simp only [e, add_sub_cancel_right]
  have t0 : ∫ x, emissionLine Φ w0 Γ (Ef + s) x = ∫ x, emissionLine Φ w0 Γ Ef x := by
    simpa using tr (fun _ => 1)
  have hmean : lineMean (emissionLine Φ w0 Γ (Ef + s)) =
      lineMean (emissionLine Φ w0 Γ Ef) - s := by
    have t1 := tr (fun x => x)
    simp only [sub_mul] at t1
    rw [integral_sub i1 (i0.const_mul s), integral_const_mul] at t1
    rw [lineMean, lineMean, t0, t1, sub_div, mul_div_cancel_right₀ _ hN]
  refine ⟨hmean, ?_⟩
  have t2 := tr (fun x => (x - (lineMean (emissionLine Φ w0 Γ Ef) - s)) ^ 2)
  simp only [sub_sub_sub_cancel_right] at t2
  rw [lineVariance, lineVariance, hmean, t0, t2]

end

end ResonantEmission
```

```lean
#print axioms ResonantEmission.mean_follows_excitation
-- 'ResonantEmission.mean_follows_excitation' depends on axioms: [propext, Classical.choice, Quot.sound]
#print axioms ResonantEmission.final_state_shift
-- 'ResonantEmission.final_state_shift' depends on axioms: [propext, Classical.choice, Quot.sound]
```

## How the lemmas divide the argument

`compact_of_band` turns vanishing outside a window into compact support, using the closed interval from \(c-\delta\) to \(c+\delta\). `incidentBand_witness` shows that the triangular profile \(\max(0,\delta-|x-w|)\) with \(\delta>0\) is an incident band; its integral is positive because the function is continuous, nonnegative and nonzero at \(w\).

`emissionLine_eq_zero` is the energy-conservation step, and `emissionLine_continuous` uses \(\Gamma>0\) to keep the denominator away from zero. `integrable_moment` combines them for any continuous factor \(p(x)\), which supplies all the moments at once. `intensity_pos` finds an energy \(y\) where the band is nonzero, by contradiction with `pos`, and evaluates the line at \(y-E_f\).

`variance_add_offset_sq` is the parallel-axis identity for a general line with integrable moments and nonzero total intensity. Its step `key` expands the second moment about an arbitrary point, and `hB` is \(M_1=\mu N\). Using `key` at \(\mu\) and at \(c\) leaves an algebraic identity for `ring`.

In the main theorem, `ax` is this identity at \(c=w-E_f\). The inequality `hm` compares integrands with `integral_mono`: outside the window both sides vanish, and inside it `nlinarith` derives \((x-c)^2\le\delta^2\) from the two linear bounds. Dividing by \(N\) and rewriting with `ax` gives \(V+(\mu-c)^2\le\delta^2\), from which the two conclusions are read off.

`mean_follows_excitation` applies the main theorem to each band and combines the four one-sided inequalities. In `final_state_shift`, `e` is the translation of the line and `tr` is the change of variable for an arbitrary \(p\); the three choices of \(p\) above appear as `t0`, `t1` and `t2`.

## Checking a computed emission spectrum

In a simulation of resonant x-ray emission restricted to one intermediate and one sharp final state, with an incident band that vanishes farther than \(\delta\) from \(w\), the bounds give a direct check on the output. On a uniform grid \(x_j\) one computes

\[
\mu\approx\frac{\sum_j x_jI(x_j)}{\sum_j I(x_j)},\qquad
V\approx\frac{\sum_j (x_j-\mu)^2I(x_j)}{\sum_j I(x_j)} .
\]

The same algebra applies to these sums if at least one grid point carries intensity, so up to rounding they obey the same bounds even on a coarse grid. A mean outside the window suggests a wrong sign or reference for \(E_f\). The comparison belongs before any convolution with final-state or instrumental broadening, which can widen the line beyond \(\delta\).
